# At inverse temperature $b>0$ and with the chemical potential $\mu$ below every level, the grand partition function of finitely many free boson modes is a product of geometric sums

## Does the product formula come with its convergence?

Take two boson modes whose Boltzmann factors, measured from the chemical potential, are $1/2$ and $1/3$. A configuration with $n_0$ particles in the first mode and $n_1$ in the second has weight $(1/2)^{n_0}(1/3)^{n_1}$. Summing over $n_0$ and $n_1$ separately gives

$$\sum_{n_0,n_1\ge 0}\left(\tfrac12\right)^{n_0}\left(\tfrac13\right)^{n_1}=\frac{1}{1-\frac12}\cdot\frac{1}{1-\frac13}=2\cdot\frac32=3 .$$

I use the same step for any finite number of modes with energies $e_k$, at inverse temperature $b=1/(k_BT)>0$ and chemical potential $\mu$, and write the grand partition function as $\prod_k 1/(1-e^{-b(e_k-\mu)})$. This exchanges an infinite sum over all occupation vectors with a finite product, and I usually do it without a word about convergence. Can the formula be proved rigorously and machine-checked in Lean, with convergence as part of the claim? And is $\mu<e_k$ for every $k$ really needed?

## Yes, and the condition on $\mu$ is necessary as well as sufficient

Number the modes $k=0,\dots,M-1$ and let $n=(n_0,\dots,n_{M-1})$ be a vector of natural numbers. Write $w(n)$ for its Gibbs weight and $x_k=e^{-b(e_k-\mu)}$ for the Boltzmann factor of mode $k$.

### From one weight to the whole sum

The exponential of a sum is a product of exponentials, so

$$w(n)=\exp\Bigl(-b\sum_k n_k(e_k-\mu)\Bigr)=\prod_k x_k^{\,n_k}.$$

Next, let $u_i\ge0$ and $v_j\ge0$ be two families with sums $a$ and $c$. Any finite set of pairs $(i,j)$ lies in a finite rectangle $I\times J$, so the products $u_iv_j$ over it add up to at most

$$\Bigl(\sum_{i\in I}u_i\Bigr)\Bigl(\sum_{j\in J}v_j\Bigr)\le ac .$$

Large rectangles come as close to $ac$ as desired. The products therefore sum to $ac$, in whatever order they are taken.

Induction on $M$ extends this to all modes. With no modes there is a single, empty occupation vector of weight 1, and the empty product is also 1. With $M+1$ modes, an occupation vector is the number $n_0$ together with a vector for the other $M$ modes. The pair argument multiplies the sum for mode 0 by the sum for the rest, which is known by induction.

Since $b>0$ and $e_k>\mu$, each $x_k$ lies strictly between 0 and 1, and the geometric series gives $\sum_j x_k^j=1/(1-x_k)$. Hence the grand partition function is

$$\Xi=\sum_n w(n)=\prod_k\frac{1}{1-x_k}.$$

### Why no level may lie at or below $\mu$

Suppose that the weights are summable, and put all particles into one mode $k$. These configurations have weights $1,x_k,x_k^2,\dots$, and a subfamily of a summable real family is summable. The geometric series then forces $x_k<1$, which for $b>0$ means $\mu<e_k$.

The smallest failure is a single mode with $e_0=\mu$. Every additional particle is free, every weight is 1, and the sum diverges. With $e_0<\mu$ the weights even grow: for $x_0=2$ they are $1,2,4,\dots$, while the product formula would return the meaningless value $1/(1-2)=-1$.

### The grand potential and the occupation probabilities

Taking the logarithm of the product gives the grand potential

$$\Omega=-\frac1b\ln\Xi=\frac1b\sum_k\ln(1-x_k).$$

For the probabilities, fix an occupation vector $m$. A configuration with at least $m_k$ particles in every mode $k$ is $n+m$ for exactly one $n$, and $w(n+m)=w(n)\,w(m)$. Therefore

$$\sum_n\frac{w(n+m)}{\Xi}=w(m)\,\frac{\sum_n w(n)}{\Xi}=w(m).$$

In the two-mode example, $\Xi=3$ and $\Omega=\frac1b\left(\ln\frac12+\ln\frac23\right)=-\frac1b\ln3$. The probability of finding at least one particle in each mode is $w(1,1)=\frac12\cdot\frac13=\frac16$.

### The Lean file

```lean
import Mathlib

open Finset

namespace IdealBoseGas

noncomputable section

/-- The grand-canonical Gibbs weight `exp(-b ∑ n_k (e_k - mu))` of the occupation vector `n`
at inverse temperature `b` and chemical potential `mu`. -/
def gibbsWeight {M : ℕ} (b mu : ℝ) (e : Fin M → ℝ) (n : Fin M → ℕ) : ℝ :=
  Real.exp (-b * ∑ k, (n k : ℝ) * (e k - mu))

/-- The grand partition function: the sum of the Gibbs weights over all occupation vectors,
meant for parameters at which this sum converges. -/
def grandPartition {M : ℕ} (b mu : ℝ) (e : Fin M → ℝ) : ℝ :=
  ∑' n : Fin M → ℕ, gibbsWeight b mu e n

/-- The Gibbs weight is a product over modes of powers of the single-particle
Boltzmann factors. -/
theorem gibbsWeight_eq_prod {M : ℕ} (b mu : ℝ) (e : Fin M → ℝ) (n : Fin M → ℕ) :
    gibbsWeight b mu e n = ∏ k, Real.exp (-b * (e k - mu)) ^ n k := by
  unfold gibbsWeight
  rw [Finset.mul_sum, Real.exp_sum]
  refine Finset.prod_congr rfl fun k _ => ?_
  rw [← Real.exp_nat_mul]
  congr 1
  ring

/-- For two independent systems with nonnegative summable weights, the product weights over
pairs of configurations sum to the product of the two sums. -/
theorem hasSum_pair {α β : Type} {u : α → ℝ} {v : β → ℝ} {a c : ℝ}
    (hu : ∀ i, 0 ≤ u i) (hv : ∀ j, 0 ≤ v j) (ha : HasSum u a) (hc : HasSum v c) :
    HasSum (fun p : α × β => u p.1 * v p.2) (a * c) := by
  have hsum := ha.summable.mul_of_nonneg hc.summable hu hv
  have h := ha.mul hc hsum
  exact h

/-- If each mode has nonnegative weights `f k` with sum `s k`, then the product weights,
summed over all occupation vectors, give the product of the `s k`. -/
theorem hasSum_prod_modes {M : ℕ} (f : Fin M → ℕ → ℝ) (s : Fin M → ℝ)
    (hf : ∀ k j, 0 ≤ f k j) (hs : ∀ k, HasSum (f k) (s k)) :
    HasSum (fun n : Fin M → ℕ => ∏ k, f k (n k)) (∏ k, s k) := by
  induction M with
  | zero =>
    simp
  | succ M ih =>
    -- the modes after the first one
    have ht := ih (fun k => f k.succ) (fun k => s k.succ)
      (fun k j => hf k.succ j) (fun k => hs k.succ)
    obtain ⟨v, hv⟩ : ∃ v : (Fin M → ℕ) → ℝ, ∀ n, v n = ∏ k : Fin M, f k.succ (n k) :=
      ⟨fun n => ∏ k : Fin M, f k.succ (n k), fun _ => rfl⟩
    obtain ⟨c, hc⟩ : ∃ c : ℝ, c = ∏ k : Fin M, s k.succ := ⟨_, rfl⟩
    have hv0 : ∀ n, 0 ≤ v n := by
      intro n
      rw [hv]
      refine Finset.prod_nonneg ?_
      intro k _
      exact hf k.succ (n k)
    have hvc : HasSum v c := by
      rw [hc, funext hv]
      exact ht
    have h := hasSum_pair (hf 0) hv0 (hs 0) hvc
    -- an occupation vector is the first occupation number together with the rest
    obtain ⟨E, hE⟩ : ∃ E : (ℕ × (Fin M → ℕ)) ≃ (Fin (M + 1) → ℕ),
        ∀ p, E p 0 = p.1 ∧ ∀ k : Fin M, E p k.succ = p.2 k :=
      ⟨Fin.consEquiv (fun _ : Fin (M + 1) => ℕ), fun p => ⟨rfl, fun k => rfl⟩⟩
    have hfun : (fun n : Fin (M + 1) → ℕ => ∏ k, f k (n k)) ∘ E =
        fun p => f 0 p.1 * v p.2 := by
      funext p
      rw [Function.comp_apply, Fin.prod_univ_succ, hv]
      simp only [(hE p).1, (hE p).2]
    rw [Fin.prod_univ_succ, ← hc, ← E.hasSum_iff, hfun]
    exact h

/-- At positive inverse temperature, the Boltzmann factor of a level above the chemical potential is
less than one. -/
theorem boltzmann_lt_one {b mu x : ℝ} (hb : 0 < b) (hx : mu < x) :
    Real.exp (-b * (x - mu)) < 1 := by
  have h : 0 < b * (x - mu) := mul_pos hb (sub_pos.2 hx)
  rw [← Real.exp_zero]
  exact Real.exp_lt_exp.2 (by linarith)

/-- At positive inverse temperature and with every level above the chemical potential, the Gibbs
weights of all boson occupation vectors are summable, with sum `∏ 1 / (1 - exp(-b (e_k - mu)))`. -/
theorem hasSum_gibbsWeight {M : ℕ} {b mu : ℝ} {e : Fin M → ℝ}
    (hb : 0 < b) (he : ∀ k, mu < e k) :
    HasSum (gibbsWeight b mu e) (∏ k, 1 / (1 - Real.exp (-b * (e k - mu)))) := by
  have h := hasSum_prod_modes (fun k j => Real.exp (-b * (e k - mu)) ^ j)
    (fun k => 1 / (1 - Real.exp (-b * (e k - mu))))
    (fun k j => pow_nonneg (Real.exp_pos _).le j)
    (fun k => by
      rw [one_div]
      exact hasSum_geometric_of_lt_one (Real.exp_pos _).le (boltzmann_lt_one hb (he k)))
  have hw : gibbsWeight b mu e =
      fun n : Fin M → ℕ => ∏ k, Real.exp (-b * (e k - mu)) ^ n k :=
    funext fun n => gibbsWeight_eq_prod b mu e n
  rw [hw]
  exact h

/-- At positive inverse temperature the sum over boson occupation vectors converges exactly
when the chemical potential lies below every level. -/
theorem summable_gibbsWeight_iff {M : ℕ} {b mu : ℝ} {e : Fin M → ℝ} (hb : 0 < b) :
    Summable (gibbsWeight b mu e) ↔ ∀ k, mu < e k := by
  refine ⟨fun h k => ?_, fun he => (hasSum_gibbsWeight hb he).summable⟩
  -- put all particles into mode `k`
  have hinj : Function.Injective (fun j : ℕ => (Pi.single k j : Fin M → ℕ)) := by
    intro a c hac
    simpa using congrFun hac k
  have hgeo : Summable (fun j : ℕ => Real.exp (-b * (e k - mu)) ^ j) := by
    refine (h.comp_injective hinj).congr fun j => ?_
    rw [Function.comp_apply, gibbsWeight_eq_prod, Finset.prod_eq_single k]
    · rw [Pi.single_eq_same]
    · intro i _ hi
      rw [Pi.single_eq_of_ne hi, pow_zero]
    · intro hk
      exact absurd (Finset.mem_univ k) hk
  have hlt := summable_geometric_iff_norm_lt_one.1 hgeo
  rw [Real.norm_eq_abs, abs_of_pos (Real.exp_pos _)] at hlt
  by_contra hk
  have h0 : 0 ≤ b * (mu - e k) := mul_nonneg hb.le (sub_nonneg.2 (not_lt.1 hk))
  have h1 : 1 ≤ Real.exp (-b * (e k - mu)) := Real.one_le_exp (by linarith)
  linarith

/-- At positive inverse temperature and with every level above the chemical potential, the grand
potential `-(1/b) log Ξ` of the ideal Bose gas is the sum over modes of `(1/b) log(1 - exp(-b (e_k -
mu)))`. -/
theorem grandPotential_eq_sum {M : ℕ} {b mu : ℝ} {e : Fin M → ℝ}
    (hb : 0 < b) (he : ∀ k, mu < e k) :
    -(1 / b) * Real.log (grandPartition b mu e) =
      ∑ k, (1 / b) * Real.log (1 - Real.exp (-b * (e k - mu))) := by
  have hlog : Real.log (∏ k, 1 / (1 - Real.exp (-b * (e k - mu)))) =
      ∑ k, Real.log (1 / (1 - Real.exp (-b * (e k - mu)))) := by
    rw [Real.log_prod]
    intro k _
    exact (one_div_pos.2 (sub_pos.2 (boltzmann_lt_one hb (he k)))).ne'
  unfold grandPartition
  rw [(hasSum_gibbsWeight hb he).tsum_eq, hlog, Finset.mul_sum]
  refine Finset.sum_congr rfl fun k _ => ?_
  rw [one_div (1 - Real.exp (-b * (e k - mu))), Real.log_inv]
  ring

/-- At positive inverse temperature and with every level above the chemical potential, the total
probability of the configurations with at least `m k` bosons in every mode `k` equals the Gibbs
weight of the occupation vector `m`. -/
theorem hasSum_probability_at_least {M : ℕ} {b mu : ℝ} {e : Fin M → ℝ}
    (hb : 0 < b) (he : ∀ k, mu < e k) (m : Fin M → ℕ) :
    HasSum (fun n : Fin M → ℕ => gibbsWeight b mu e (n + m) / grandPartition b mu e)
      (gibbsWeight b mu e m) := by
  have hS := hasSum_gibbsWeight hb he
  have hZ : grandPartition b mu e ≠ 0 := by
    unfold grandPartition
    rw [hS.tsum_eq]
    exact (Finset.prod_pos fun k _ =>
      one_div_pos.2 (sub_pos.2 (boltzmann_lt_one hb (he k)))).ne'
  -- adding `m` to the occupations multiplies the weight by that of `m`
  have hshift : ∀ n : Fin M → ℕ,
      gibbsWeight b mu e (n + m) = gibbsWeight b mu e n * gibbsWeight b mu e m := by
    intro n
    simp only [gibbsWeight_eq_prod, Pi.add_apply, pow_add, Finset.prod_mul_distrib]
  have h : HasSum (gibbsWeight b mu e) (grandPartition b mu e) := hS.summable.hasSum
  have h2 := (h.mul_right (gibbsWeight b mu e m)).div_const (grandPartition b mu e)
  rw [mul_div_cancel_left₀ _ hZ] at h2
  simpa only [hshift] using h2

end

end IdealBoseGas
```

```lean
#print axioms IdealBoseGas.summable_gibbsWeight_iff
#print axioms IdealBoseGas.grandPotential_eq_sum
#print axioms IdealBoseGas.hasSum_probability_at_least
```

```
'IdealBoseGas.summable_gibbsWeight_iff' depends on axioms: [propext, Classical.choice, Quot.sound]
'IdealBoseGas.grandPotential_eq_sum' depends on axioms: [propext, Classical.choice, Quot.sound]
'IdealBoseGas.hasSum_probability_at_least' depends on axioms: [propext, Classical.choice, Quot.sound]
```

### How the Lean statements describe the gas

The number of modes is `M`, and the levels are a function `e : Fin M → ℝ`. Degenerate levels are allowed, because different indices may carry the same energy. An occupation vector has type `Fin M → ℕ`. This is where the bosons enter: occupations have no upper limit, and a configuration records how many particles are in each mode, not which ones.

`gibbsWeight b mu e n` is $w(n)$, the exponential of $-b$ times the difference between the total energy and $\mu$ times the particle number. It is not normalised; the corresponding probability is `gibbsWeight b mu e n / grandPartition b mu e`.

The main theorem, `hasSum_gibbsWeight`, assumes `0 < b` and `∀ k, mu < e k`. The first is a positive, finite temperature. The second says that adding a particle to any mode always costs weight. The conclusion is a `HasSum` statement: the sums over finite sets of occupation vectors converge to the product as these sets grow, independently of any ordering. Convergence and value are thus proved together.

`grandPartition` is written with `∑'`, which Lean sets to 0 for a family that is not summable, so it is the physical $\Xi$ only where the sum converges. `summable_gibbsWeight_iff` says when that is: for `0 < b`, exactly when `mu` is below every level.

`grandPotential_eq_sum` is the formula for $\Omega$. `hasSum_probability_at_least` runs over all `n` and evaluates the weight at `n + m`, which lists each configuration with at least `m k` particles in every mode `k` once.

The model is non-interacting and has finitely many modes. There is no thermodynamic limit, and hence no Bose–Einstein condensation transition. The file starts from the energies and occupation numbers; it does not construct a Fock space or derive the sum as a trace over one.

For finitely many independent harmonic vibrations, with $\mu=0$ and $e_k=\hbar\omega_k>0$, the formula for $\Omega$ is the thermal part of the vibrational free energy used in electronic-structure work, without the zero-point energy.

### How the proof follows the derivation

`gibbsWeight_eq_prod` is the factorisation. It moves $-b$ inside the sum, turns the exponential of the sum into a product with `Real.exp_sum`, and recognises each factor as a power through `Real.exp_nat_mul`.

`hasSum_pair` is the statement about two nonnegative families. `mul_of_nonneg` shows that the products over pairs are summable, which is the work done above by the bound on rectangles. `HasSum.mul` then identifies the sum as `a * c`.

`hasSum_prod_modes` is the induction on the number of modes, for arbitrary nonnegative weights `f k` with sums `s k`. In the successor case, the induction hypothesis is applied to the modes `k.succ`, that is, all modes after mode 0. The names `v` and `c` stand for the product weight and the total sum of those modes, and `hasSum_pair` combines them with mode 0. The equivalence `E` joins a first occupation number and a remaining vector into one vector of length `M + 1`. `Fin.prod_univ_succ` splits the product in the same way, and `E.hasSum_iff` carries the sum over pairs to the sum over occupation vectors.

`boltzmann_lt_one` proves $x_k<1$ from $b(e_k-\mu)>0$; its variable `x` is the energy $e_k$ of the level, not the Boltzmann factor. With this bound, `hasSum_gibbsWeight` inserts the geometric series `hasSum_geometric_of_lt_one` into `hasSum_prod_modes` and rewrites the weights in factorised form.

In `summable_gibbsWeight_iff`, one direction is the main theorem. For the other, `Pi.single k j` is the vector with `j` particles in mode `k` and none elsewhere. Different `j` give different vectors, so `comp_injective` passes summability on to this subfamily. `Finset.prod_eq_single` reduces its weights to powers of $x_k$, and `summable_geometric_iff_norm_lt_one` yields $x_k<1$. If $e_k\le\mu$ held, then $x_k\ge1$, a contradiction.

`grandPotential_eq_sum` replaces the partition function by the product and applies `Real.log_prod`, which requires every factor to be nonzero; here they are all positive. `Real.log_inv` supplies the sign that turns $-\ln\frac{1}{1-x_k}$ into $\ln(1-x_k)$.

Finally, `hasSum_probability_at_least` first shows that the partition function is nonzero. The step `hshift` is the identity $w(n+m)=w(n)\,w(m)$, obtained from the factorised weight and `pow_add`. Multiplying the convergent sum by $w(m)$ and dividing by $\Xi$ leaves $w(m)$, as in the derivation.
